# In a primitive lattice basis, some origin makes every translation part of a space group with finite point group of order N a multiple of 1/N

Averaging an electron density over a space group on a real-space grid, without interpolation, requires every operation to send grid points to grid points. Rotation parts cause no difficulty if the grid divides each primitive lattice vector into the same number \(M\) of steps, since they are integer matrices in that basis. If the origin is a grid point, the translation parts in that basis must also be multiples of \(1/M\), and whether they are depends on where the origin is placed. For a finite point group of order \(N\), there is an origin at which all of them are multiples of \(1/N\), so any \(M\) divisible by \(N\) gives a suitable grid there.

## The mean translation as origin

Write positions in a lattice basis, so that lattice vectors are the elements of \(\mathbb Z^n\). An operation \(\{g\mid w\}\) sends \(x\) to \(gx+w\), where \(g\) is an integer matrix with an integer inverse. Let \(H\) be a finite group of \(N\) such matrices, and let \(t(g)\) be the translation part attached to \(g\in H\). Applying \(h\) and then \(g\) gives

\[
x\mapsto ghx+g\,t(h)+t(g).
\]

This must agree with \(\{gh\mid t(gh)\}\) up to a lattice translation, so

\[
t(gh)-t(g)-g\,t(h)\in\mathbb Z^n\qquad\text{for all } g,h\in H.
\]

If the origin moves to \(p\), a point with new coordinate \(x\) has old coordinate \(x+p\). Its image has new coordinate \(g(x+p)+t(g)-p\), so the new translation part is

\[
t'(g)=t(g)+gp-p.
\]

Fix \(g\) and sum the compatibility condition over \(h\). As \(h\) runs through \(H\), so does \(gh\). With \(S=\sum_h t(h)\), the sum is \(S-N\,t(g)-gS\), which is integral. Changing its sign gives

\[
N\,t(g)+gS-S\in\mathbb Z^n.
\]

Now take \(p=S/N\), the mean of the translation parts. Then \(N\,t'(g)=N\,t(g)+gS-S\), which is integral for every \(g\).

Two consequences follow. First, suppose that \(k\,t(g)\) is integral for all \(g\), with \(k\) coprime to \(N\). Choose integers \(a,b\) with \(ak+bN=1\) and set \(p=bS\). Then

\[
t'(g)=(ak+bN)\,t(g)+b(gS-S)=a\,[k\,t(g)]+b\,[N\,t(g)+gS-S],
\]

which is integral. Halves attached to a threefold rotation group, for instance, can be removed by a change of origin.

Second, at the mean origin \(t'(g)=m(g)/N\) with \(m(g)\in\mathbb Z^n\). Dividing each component by \(N\) with remainder gives \(m(g)=Nq(g)+r(g)\), with the components of \(r(g)\) between \(0\) and \(N-1\). Hence \(t'(g)\) differs from \(r(g)/N\) by the lattice vector \(q(g)\), and for a given \(H\) there are only finitely many choices of \(r\).

## Operations written in a lattice basis

```lean
import Mathlib

open Matrix

namespace SpaceGroupOrigin

noncomputable section
```

The units of the integer matrix ring are the matrices whose inverses are also integral.

```lean
/-- Unimodular integer `n` by `n` matrices. In a lattice basis, the linear part of every space-group
operation is one of these. -/
abbrev Unimodular (n : ℕ) := (Matrix (Fin n) (Fin n) ℤ)ˣ
```

Real coordinate vectors have type `Fin n → ℝ`. The lattice is the additive subgroup of those with integer coordinates, so membership in `lattice n` expresses "equal to zero up to a lattice translation".

```lean
/-- The lattice translations: vectors whose coordinates in the lattice basis are integers. -/
def lattice (n : ℕ) : AddSubgroup (Fin n → ℝ) where
  carrier := {v | ∃ m : Fin n → ℤ, ∀ i, v i = (m i : ℝ)}
  zero_mem' := ⟨0, fun i => by simp⟩
  add_mem' := by
    rintro a b ⟨k, hk⟩ ⟨m, hm⟩
    exact ⟨k + m, fun i => by simp [hk i, hm i]⟩
  neg_mem' := by
    rintro a ⟨k, hk⟩
    exact ⟨-k, fun i => by simp [hk i]⟩
```

To act on real positions, a matrix first has its integer entries read as real numbers.

```lean
variable {n : ℕ}

/-- The linear action of a unimodular matrix on real coordinate vectors. -/
def rot (g : Unimodular n) : (Fin n → ℝ) →ₗ[ℝ] (Fin n → ℝ) :=
  Matrix.mulVecLin (g.val.map (Int.castRingHom ℝ))
```

The next two definitions are the operation itself and its translation part after a change of origin.

```lean
/-- The Seitz operation `{g | w}`, which sends `x` to `g x + w`. -/
def seitz (g : Unimodular n) (w x : Fin n → ℝ) : Fin n → ℝ := rot g x + w

/-- The translation part `w + g p - p` of the operation `{g | w}` for the origin `p`. -/
def newTranslation (g : Unimodular n) (w p : Fin n → ℝ) : Fin n → ℝ := w + rot g p - p
```

The point group is a subgroup `H`, and `t` assigns one representative translation part to each of its elements.

```lean
/-- Translation parts `t` are compatible with the point group `H` if
`t (g h) - t g - g t h` is a lattice vector for all `g` and `h` in `H`. -/
def IsTranslationSystem (H : Subgroup (Unimodular n)) (t : H → Fin n → ℝ) : Prop :=
  ∀ g h : H, t (g * h) - t g - rot g (t h) ∈ lattice n
```

The following lemma says that a matrix product acts as successive maps.

```lean
/-- The product of two matrices acts as one action after the other. -/
theorem rot_mul (g h : Unimodular n) (x : Fin n → ℝ) :
    rot (g * h) x = rot g (rot h x) := by
  simp only [rot, Matrix.mulVecLin_apply, Matrix.mulVec_mulVec, Units.val_mul, Matrix.map_mul]
```

The compatibility condition is equivalent to closure under composition up to lattice translations. In the proof, `key` shows that the position `x` cancels from the difference of the two operations; evaluating at `x = 0` then recovers the condition.

```lean
/-- Translation parts are compatible exactly when the operations `{g | t g}` compose
as the matrices do, up to lattice translations. -/
theorem isTranslationSystem_iff (H : Subgroup (Unimodular n)) (t : H → Fin n → ℝ) :
    IsTranslationSystem H t ↔ ∀ (g h : H) (x : Fin n → ℝ),
      seitz (g * h : H) (t (g * h)) x - seitz g (t g) (seitz h (t h) x) ∈ lattice n := by
  have key : ∀ (g h : H) (x : Fin n → ℝ),
      seitz (g * h : H) (t (g * h)) x - seitz g (t g) (seitz h (t h) x)
        = t (g * h) - t g - rot g (t h) := by
    intro g h x
    simp only [seitz, map_add, Subgroup.coe_mul, rot_mul]
    abel
  simp only [key]
  exact ⟨fun ht g h _ => ht g h, fun ht g h => ht g h 0⟩
```

The formula for the new translation part is likewise derived from the change of coordinates.

```lean
/-- In coordinates measured from the origin `p`, the operation `{g | w}` has the
translation part `w + g p - p`. -/
theorem seitz_origin_shift (g : Unimodular n) (w p x : Fin n → ℝ) :
    seitz g w (x + p) - p = seitz g (newTranslation g w p) x := by
  simp only [seitz, newTranslation, map_add]
  abel
```

## Summing over the point group

The assumption `[Fintype H]` makes the point group finite, as it is for a crystal, and `Fintype.card H` is \(N\). In the proof, `hperm` is the relabelling \(h\mapsto gh\), and `hs` says that a sum of lattice vectors is a lattice vector. The final lines change the sign and use linearity to distribute the matrix over the sum \(S\).

```lean
/-- For compatible translation parts of a finite point group of order `N`, with sum `S`,
the vector `N t g + g S - S` is a lattice vector for every `g`. -/
theorem sum_translations {H : Subgroup (Unimodular n)} [Fintype H] {t : H → Fin n → ℝ}
    (ht : IsTranslationSystem H t) (g : H) :
    (Fintype.card H : ℝ) • t g + rot g (∑ h, t h) - ∑ h, t h ∈ lattice n := by
  -- left multiplication by `g` only permutes the group
  have hperm : ∑ h, t (g * h) = ∑ h, t h :=
    Fintype.sum_equiv (Equiv.mulLeft g) _ _ (fun _ => rfl)
  have hs : ∑ h, (t (g * h) - t g - rot g (t h)) ∈ lattice n :=
    sum_mem (fun h _ => ht g h)
  rw [Finset.sum_sub_distrib, Finset.sum_sub_distrib, hperm, Finset.sum_const,
    Finset.card_univ] at hs
  convert neg_mem hs using 1
  rw [map_sum, Nat.cast_smul_eq_nsmul]
  abel
```

The main theorem supplies \(p=S/N\) and cancels \(N\) against its inverse. The quantifiers matter: a single `p` serves every `g`.

```lean
/-- For compatible translation parts of a finite point group of order `N`, some origin `p`
makes `N (t g + g p - p)` a lattice vector for every `g`. -/
theorem exists_origin {H : Subgroup (Unimodular n)} [Fintype H] {t : H → Fin n → ℝ}
    (ht : IsTranslationSystem H t) :
    ∃ p, ∀ g : H, (Fintype.card H : ℝ) • newTranslation g (t g) p ∈ lattice n := by
  have hN : (Fintype.card H : ℝ) ≠ 0 := Nat.cast_ne_zero.2 Fintype.card_ne_zero
  -- the origin is the mean of the translation parts
  refine ⟨(Fintype.card H : ℝ)⁻¹ • ∑ h, t h, fun g => ?_⟩
  convert sum_translations ht g using 1
  rw [newTranslation, map_smul, smul_sub, smul_add, smul_inv_smul₀ hN, smul_inv_smul₀ hN]
```

Applying this to a measured or computed crystal requires a step that the hypotheses take as given: identifying its operations and expressing them in a primitive basis. In a centred conventional cell some lattice vectors have fractional coordinates, and `lattice n` would leave them out.

## Removing or listing the fractions

The coprime case uses the Bézout coefficients `a` and `b`. The memberships `ha` and `hb` are the two bracketed terms of the hand calculation, each multiplied by its integer coefficient, and `linear_combination` checks the identity component by component.

```lean
/-- If `k t g` is a lattice vector for every `g`, with `k` coprime to the order of the finite
point group, then some origin turns all the compatible translation parts into lattice vectors. -/
theorem exists_symmorphic_origin {H : Subgroup (Unimodular n)} [Fintype H]
    {t : H → Fin n → ℝ} (ht : IsTranslationSystem H t) {k : ℕ}
    (hk : Nat.Coprime k (Fintype.card H)) (hkt : ∀ g, (k : ℝ) • t g ∈ lattice n) :
    ∃ p, ∀ g : H, newTranslation g (t g) p ∈ lattice n := by
  obtain ⟨a, b, hab⟩ := Nat.isCoprime_iff_coprime.mpr hk
  have habR : (a : ℝ) * k + b * (Fintype.card H : ℝ) = 1 := by exact_mod_cast hab
  refine ⟨(b : ℝ) • ∑ h, t h, fun g => ?_⟩
  -- combine the two integral vectors with the Bézout coefficients
  have ha : (a : ℝ) • ((k : ℝ) • t g) ∈ lattice n := by
    rw [Int.cast_smul_eq_zsmul]
    exact zsmul_mem (hkt g) a
  have hb : (b : ℝ) • ((Fintype.card H : ℝ) • t g + rot g (∑ h, t h) - ∑ h, t h)
      ∈ lattice n := by
    rw [Int.cast_smul_eq_zsmul]
    exact zsmul_mem (sum_translations ht g) b
  convert add_mem ha hb using 1
  rw [newTranslation, map_smul]
  ext i
  simp only [Pi.add_apply, Pi.sub_apply, Pi.smul_apply, smul_eq_mul]
  linear_combination (-(t g i)) * habR
```

For the finite list, `choose` extracts the numerators \(m(g)\) at the origin found above. Integer remainder and quotient, written `%` and `/`, supply \(r(g)\) and \(q(g)\).

```lean
/-- For a finite point group there is a finite list of translation parts such that every
compatible system agrees with one on the list, up to an origin shift and lattice vectors. -/
theorem finitely_many_systems (H : Subgroup (Unimodular n)) [Fintype H] :
    ∃ F : Set (H → Fin n → ℝ), F.Finite ∧ ∀ t, IsTranslationSystem H t →
      ∃ p, ∃ s ∈ F, ∀ g : H, newTranslation g (t g) p - s g ∈ lattice n := by
  have hN : (0 : ℤ) < (Fintype.card H : ℤ) := by exact_mod_cast Fintype.card_pos
  have hNR : (Fintype.card H : ℝ) ≠ 0 := Nat.cast_ne_zero.2 Fintype.card_ne_zero
  -- the list: all fractions with denominator `N` and numerators from `0` to `N - 1`
  refine ⟨Set.range (fun (m : H → Fin n → Finset.Ico (0 : ℤ) (Fintype.card H)) g i =>
    (((m g i : ℤ) : ℝ) / (Fintype.card H : ℝ))), Set.finite_range _, fun t ht => ?_⟩
  obtain ⟨p, hp⟩ := exists_origin ht
  choose m hm using hp
  refine ⟨p, _, ⟨fun g i => ⟨m g i % (Fintype.card H : ℤ), Finset.mem_Ico.2
    ⟨Int.emod_nonneg _ hN.ne', Int.emod_lt_of_pos _ hN⟩⟩, rfl⟩,
    fun g => ⟨fun i => m g i / (Fintype.card H : ℤ), fun i => ?_⟩⟩
  have h1 : (Fintype.card H : ℝ) * newTranslation g (t g) p i = (m g i : ℝ) := hm g i
  have h2 : ((m g i % (Fintype.card H : ℤ) : ℤ) : ℝ)
      = (m g i : ℝ) - (Fintype.card H : ℝ) * ((m g i / (Fintype.card H : ℤ) : ℤ) : ℝ) := by
    exact_mod_cast Int.emod_def (m g i) (Fintype.card H : ℤ)
  change newTranslation g (t g) p i
    - ((m g i % (Fintype.card H : ℤ) : ℤ) : ℝ) / (Fintype.card H : ℝ)
      = ((m g i / (Fintype.card H : ℤ) : ℤ) : ℝ)
  rw [h2, ← h1, ← mul_sub, mul_div_cancel_left₀ _ hNR, sub_sub_cancel]
```

The set `F` contains all fractions of this form, including some that may be incompatible with `H` and some that may describe the same space group. The theorem therefore gives finiteness for a fixed `H`, and not a classification of space groups.

## A glide that no origin removes

In the plane, let the mirror reverse the second coordinate.

```lean
/-- The reflection of the plane that reverses the second coordinate. -/
def mirror : Unimodular 2 where
  val := !![1, 0; 0, -1]
  inv := !![1, 0; 0, -1]
  val_inv := by rw [Matrix.mul_fin_two, Matrix.one_fin_two]; norm_num
  inv_val := by rw [Matrix.mul_fin_two, Matrix.one_fin_two]; norm_num
```

With the identity it forms a group of order two.

```lean
/-- The point group made of the identity and the reflection `mirror`. -/
def mirrorGroup : Subgroup (Unimodular 2) where
  carrier := {g | g = 1 ∨ g = mirror}
  one_mem' := Or.inl rfl
  mul_mem' := by
    have hmm : mirror * mirror = 1 := Units.ext mirror.val_inv
    rintro a b (rfl | rfl) (rfl | rfl)
    · exact Or.inl (one_mul 1)
    · exact Or.inr (one_mul _)
    · exact Or.inr (mul_one _)
    · exact Or.inl hmm
  inv_mem' := by
    rintro a (rfl | rfl)
    · exact Or.inl inv_one
    · exact Or.inr (Units.ext rfl)
```

Lean numbers coordinates from zero, so `1 1` selects the second diagonal entry. That entry is \(1\) for the identity and \(-1\) for the mirror, which gives the translation parts \((0,0)\) and \((1/2,0)\).

```lean
/-- Translation parts of a glide reflection: zero for the identity, and half a lattice
vector along the mirror line for the reflection. -/
def glide (g : mirrorGroup) : Fin 2 → ℝ :=
  ![(1 - ((g : Unimodular 2).val 1 1 : ℝ)) / 4, 0]
```

Compatibility is checked for the four pairs of elements. Only two successive glides leave a nonzero difference, the lattice vector \((-1,0)\). For an origin \(p=(p_0,p_1)\), the mirror's new translation part is \((1/2,-2p_1)\). Its first component stays \(1/2\), and `omega` rejects the resulting equation \(2m_0=1\) for an integer \(m_0\). Here the denominator \(N=2\) is needed.

```lean
/-- The glide translation parts are compatible with the two-element group `mirrorGroup`,
and no origin turns them all into lattice vectors. -/
theorem glide_witness : IsTranslationSystem mirrorGroup glide ∧
    ∀ p, ¬ ∀ g : mirrorGroup, newTranslation g (glide g) p ∈ lattice 2 := by
  constructor
  · rintro ⟨g, hg⟩ ⟨h, hh⟩
    obtain rfl | rfl : g = 1 ∨ g = mirror := hg <;>
      obtain rfl | rfl : h = 1 ∨ h = mirror := hh
    · exact ⟨0, fun i => by fin_cases i <;> simp [glide, rot]⟩
    · exact ⟨0, fun i => by fin_cases i <;> simp [glide, rot, mirror]⟩
    · exact ⟨0, fun i => by fin_cases i <;> simp [glide, rot, mirror]⟩
    · -- two glides make one full lattice translation
      exact ⟨![-1, 0], fun i => by
        fin_cases i <;> simp [glide, rot, mirror, Matrix.mul_apply, Fin.sum_univ_two]
        norm_num⟩
  · intro p hp
    obtain ⟨m, hm⟩ := hp ⟨mirror, Or.inr rfl⟩
    -- along the mirror line the shift of origin drops out
    have h0 : newTranslation mirror (glide ⟨mirror, Or.inr rfl⟩) p 0 = 1 / 2 := by
      simp [newTranslation, glide, rot, mirror]
      norm_num
    have h1 : (m 0 : ℝ) = 1 / 2 := (hm 0).symm.trans h0
    have h2 : (2 : ℝ) * (m 0 : ℝ) = 1 := by rw [h1]; norm_num
    have h3 : 2 * m 0 = 1 := by exact_mod_cast h2
    omega

end

end SpaceGroupOrigin
```

```lean
#print axioms SpaceGroupOrigin.seitz_origin_shift
#print axioms SpaceGroupOrigin.exists_origin
#print axioms SpaceGroupOrigin.exists_symmorphic_origin
#print axioms SpaceGroupOrigin.finitely_many_systems
```

```
'SpaceGroupOrigin.seitz_origin_shift' depends on axioms: [propext, Classical.choice, Quot.sound]
'SpaceGroupOrigin.exists_origin' depends on axioms: [propext, Classical.choice, Quot.sound]
'SpaceGroupOrigin.exists_symmorphic_origin' depends on axioms: [propext, Classical.choice, Quot.sound]
'SpaceGroupOrigin.finitely_many_systems' depends on axioms: [propext, Classical.choice, Quot.sound]
```
